# Exchange in a two-valley exciton model: a splitting $2Jq$ between dipoles along and across $Q$

## Two valleys that are not independent

Suppose the bright excitons of the two valleys in a monolayer semiconductor are treated as independent, with equal kinetic energies, at finite centre-of-mass momentum. They then come out degenerate, and each valley state with its circular dipole is an eigenstate. Electron-hole exchange spoils both predictions: it couples the valleys, splits the energies and selects linearly polarised states. The two-state model below shows this for a non-zero exchange constant and a non-zero wavevector.

Label the valleys $0$ (for $+$) and $1$ (for $-$), with dipoles
$$d_0=(1,i),\qquad d_1=(1,-i).$$
The centre-of-mass wavevector is $Q=q\,n$ with $n=(\cos p,\sin p)$, so $p$ is an angle and not a momentum. The exchange matrix is
$$X_{ab}=Jq\,\overline{(n\cdot d_a)}\,(n\cdot d_b),\qquad qX_{ab}=J\,\overline{(Q\cdot d_a)}\,(Q\cdot d_b).$$
For $q>0$ this is a dipole coupling divided by $q$, the small-$q$ form given by the unscreened Coulomb interaction in two dimensions. The real constant $J$ stands for the interaction strength together with the squared size of the transition dipole. The Hamiltonian is $H=cq^2\,\mathbb 1+X$, where $c$ is $\hbar^2/2M$ for exciton mass $M$, not the speed of light, and energies are measured from the exciton energy at $Q=0$.

## Energies and polarisations

For valley amplitudes $v=(v_0,v_1)$ the total dipole is $D=v_0d_0+v_1d_1$. There are two main theorems.

- `eigenvalue_iff`: a complex number $E$ has a non-zero eigenvector exactly when $E=cq^2+2Jq$ or $E=cq^2$. This holds for all real $c,J,q,p$.
- `exchange_splitting_polarization`: if $J\neq0$ and $q>0$, then $v$ solves the eigenvalue equation at $cq^2+2Jq$ exactly when $D=zQ$ for some complex $z$, and at $cq^2$ exactly when $Q\cdot D=0$. The zero vector satisfies both sides of each equivalence.

In Lean, amplitudes and dipoles are functions `Fin 2 → ℂ`, `*ᵥ` applies a matrix to a vector, and `⬝ᵥ` is the dot product without complex conjugation. Since $Q$ is real, $Q\cdot D=0$ is ordinary orthogonality.

If $J=0$ or $q=0$, the two energies coincide and every non-zero $v$ is an eigenvector, so the longitudinal criterion fails. The transverse criterion fails too when $J=0$ and $q>0$; at $q=0$ it holds trivially, because $Q=0$. The theorems allow either sign of $J$. The Coulomb interaction gives $J>0$, and the longitudinal branch then lies higher for $q>0$.

The step from this model to a material is the reduction of the Bethe-Salpeter equation at finite $Q$ to these two states with constant $c$ and $J$. It is assumed here, and it leaves out $q$-dependent screening and mixing with other excitons. Where it is adequate, the result tells which of the two bright branches in a finite-momentum Bethe-Salpeter calculation carries the term linear in $q$.

## Derivation through the longitudinal dipole

The projections of the valley dipoles are phases:
$$n\cdot d_0=\cos p+i\sin p=e^{ip},\qquad n\cdot d_1=e^{-ip}.$$
Hence $X_{00}=X_{11}=Jq$, $X_{01}=Jq\,e^{-2ip}$ and $X_{10}=Jq\,e^{2ip}$.

Let $s=n\cdot D=e^{ip}v_0+e^{-ip}v_1$. Since $\sum_b (n\cdot d_b)v_b=s$, the equation $Hv=Ev$ reads
$$(E-cq^2)v_0=Jq\,e^{-ip}s,\qquad (E-cq^2)v_1=Jq\,e^{ip}s.$$
Multiply the first equation by $e^{ip}$, the second by $e^{-ip}$, and add:
$$(E-cq^2-2Jq)\,s=0.$$
Either $E=cq^2+2Jq$, or $s=0$. In the second case $(E-cq^2)v=0$, and $v\neq0$ gives $E=cq^2$.

Both values occur. The normalised states and their dipoles are
$$\tfrac1{\sqrt2}(e^{-ip},e^{ip}),\quad D=\sqrt2\,n;\qquad \tfrac1{\sqrt2}(e^{-ip},-e^{ip}),\quad D=i\sqrt2\,(-\sin p,\cos p).$$
The first has $s=\sqrt2$ and solves the equations at $cq^2+2Jq$; the second has $s=0$ and solves them at $cq^2$.

For the polarisations, write $D=(v_0+v_1,\;i(v_0-v_1))$ and take $Jq\neq0$. At $E=cq^2+2Jq$ the equations become $2v_0=e^{-ip}s$ and $2v_1=e^{ip}s$, so
$$D=s(\cos p,\sin p)=\frac sq\,Q.$$
Conversely, if $D=zQ$, solving for the amplitudes gives $v_0=\tfrac12zq\,e^{-ip}$ and $v_1=\tfrac12zq\,e^{ip}$. Then $s=zq$, and both equations hold.

At $E=cq^2$ the left-hand sides vanish, so the equations hold exactly when $s=0$. Since $Q\cdot D=qs$, this is $Q\cdot D=0$.

## The Lean file

```lean
import Mathlib

open Matrix ComplexConjugate

namespace ValleyExcitonExchange

noncomputable section

/-- The dipoles `(1, i)` and `(1, -i)` of the two valley excitons, with index 0 for `+` and 1 for `-`. -/
def valleyDipole : Fin 2 → Fin 2 → ℂ := ![![1, Complex.I], ![1, -Complex.I]]

/-- The in-plane unit vector `(cos p, sin p)`. -/
def direction (p : ℝ) : Fin 2 → ℂ := ![Complex.cos p, Complex.sin p]

/-- The centre-of-mass wavevector `Q = q (cos p, sin p)`. -/
def wavevector (q p : ℝ) : Fin 2 → ℂ := (q : ℂ) • direction p

/-- The exchange matrix `J q conj(n·d_a) (n·d_b)`, where `n = (cos p, sin p)`. -/
def exchange (J q p : ℝ) : Matrix (Fin 2) (Fin 2) ℂ :=
  Matrix.of fun a b => (J : ℂ) * q * conj (direction p ⬝ᵥ valleyDipole a) *
    (direction p ⬝ᵥ valleyDipole b)

/-- The exciton Hamiltonian: kinetic energy `c q²` in both valleys plus exchange. -/
def hamiltonian (c J q p : ℝ) : Matrix (Fin 2) (Fin 2) ℂ :=
  ((c : ℂ) * q ^ 2) • (1 : Matrix (Fin 2) (Fin 2) ℂ) + exchange J q p

/-- The total dipole of a superposition with valley amplitudes `v`. -/
def totalDipole (v : Fin 2 → ℂ) : Fin 2 → ℂ := ∑ a, v a • valleyDipole a

/-- The phases `exp(ip)` and `exp(-ip)` are conjugate to each other and have product one. -/
theorem phase_rules (p : ℝ) :
    conj (Complex.exp (p * Complex.I)) = Complex.exp (-p * Complex.I) ∧
    conj (Complex.exp (-p * Complex.I)) = Complex.exp (p * Complex.I) ∧
    Complex.exp (p * Complex.I) * Complex.exp (-p * Complex.I) = 1 := by
  refine ⟨?_, ?_, ?_⟩
  · rw [← Complex.exp_conj]; simp
  · rw [← Complex.exp_conj]; simp
  · rw [← Complex.exp_add]; simp

/-- The valley dipoles projected on `(cos p, sin p)` are the phases `exp(ip)` and `exp(-ip)`. -/
theorem direction_dot_dipole (p : ℝ) :
    direction p ⬝ᵥ valleyDipole 0 = Complex.exp (p * Complex.I) ∧
    direction p ⬝ᵥ valleyDipole 1 = Complex.exp (-p * Complex.I) := by
  constructor
  · rw [Complex.exp_mul_I]
    simp [direction, valleyDipole, dotProduct, Fin.sum_univ_two]
  · rw [Complex.exp_mul_I, Complex.cos_neg, Complex.sin_neg]
    simp [direction, valleyDipole, dotProduct, Fin.sum_univ_two]

/-- Multiplied by `q`, the exchange matrix is the dipole coupling `J conj(Q·d_a) (Q·d_b)`. -/
theorem q_mul_exchange (J q p : ℝ) (a b : Fin 2) :
    (q : ℂ) * exchange J q p a b =
      J * conj (wavevector q p ⬝ᵥ valleyDipole a) * (wavevector q p ⬝ᵥ valleyDipole b) := by
  simp only [exchange, wavevector, Matrix.of_apply, smul_dotProduct, smul_eq_mul, map_mul,
    Complex.conj_ofReal]
  ring

/-- Exchange shifts each valley by `J q` and couples the valleys with `J q exp(∓2ip)`. -/
theorem exchange_eq (J q p : ℝ) :
    exchange J q p = !![(J : ℂ) * q, J * q * Complex.exp (-2 * p * Complex.I);
      J * q * Complex.exp (2 * p * Complex.I), J * q] := by
  obtain ⟨h0, h1⟩ := direction_dot_dipole p
  obtain ⟨ce, cf, hef⟩ := phase_rules p
  have hf2 : Complex.exp (-2 * p * Complex.I) =
      Complex.exp (-p * Complex.I) * Complex.exp (-p * Complex.I) := by
    rw [← Complex.exp_add]; congr 1; ring
  have he2 : Complex.exp (2 * p * Complex.I) =
      Complex.exp (p * Complex.I) * Complex.exp (p * Complex.I) := by
    rw [← Complex.exp_add]; congr 1; ring
  rw [hf2, he2]
  ext i j
  fin_cases i <;> fin_cases j
  · change (J : ℂ) * q * conj (direction p ⬝ᵥ valleyDipole 0) *
      (direction p ⬝ᵥ valleyDipole 0) = J * q
    rw [h0, ce]; linear_combination (J : ℂ) * q * hef
  · change (J : ℂ) * q * conj (direction p ⬝ᵥ valleyDipole 0) *
      (direction p ⬝ᵥ valleyDipole 1) = J * q * (_ * _)
    rw [h0, h1, ce]; ring
  · change (J : ℂ) * q * conj (direction p ⬝ᵥ valleyDipole 1) *
      (direction p ⬝ᵥ valleyDipole 0) = J * q * (_ * _)
    rw [h0, h1, cf]; ring
  · change (J : ℂ) * q * conj (direction p ⬝ᵥ valleyDipole 1) *
      (direction p ⬝ᵥ valleyDipole 1) = J * q
    rw [h1, cf]; linear_combination (J : ℂ) * q * hef

/-- The Cartesian components of the total dipole, and its component along `(cos p, sin p)`, in terms
of the valley amplitudes. -/
theorem totalDipole_components (p : ℝ) (v : Fin 2 → ℂ) :
    totalDipole v = ![v 0 + v 1, Complex.I * (v 0 - v 1)] ∧
    direction p ⬝ᵥ totalDipole v =
      Complex.exp (p * Complex.I) * v 0 + Complex.exp (-p * Complex.I) * v 1 := by
  constructor
  · rw [totalDipole, Fin.sum_univ_two]
    ext i
    fin_cases i
    · change v 0 * 1 + v 1 * 1 = v 0 + v 1
      ring
    · change v 0 * Complex.I + v 1 * -Complex.I = Complex.I * (v 0 - v 1)
      ring
  · rw [← (direction_dot_dipole p).1, ← (direction_dot_dipole p).2]
    simp only [totalDipole, dotProduct, Fin.sum_univ_two, Pi.add_apply, Pi.smul_apply,
      smul_eq_mul]
    ring

/-- In the eigenvalue equation, exchange acts on the valley amplitudes only through the component of
the total dipole along `(cos p, sin p)`. -/
theorem eigen_iff (c J q p : ℝ) (E : ℂ) (v : Fin 2 → ℂ) :
    hamiltonian c J q p *ᵥ v = E • v ↔
      (E - c * q ^ 2) * v 0 =
        J * q * Complex.exp (-p * Complex.I) * (direction p ⬝ᵥ totalDipole v) ∧
      (E - c * q ^ 2) * v 1 =
        J * q * Complex.exp (p * Complex.I) * (direction p ⬝ᵥ totalDipole v) := by
  obtain ⟨d0, d1⟩ := direction_dot_dipole p
  obtain ⟨ce, cf, -⟩ := phase_rules p
  have hH : ∀ a, (hamiltonian c J q p *ᵥ v) a = c * q ^ 2 * v a +
      J * q * conj (direction p ⬝ᵥ valleyDipole a) * (direction p ⬝ᵥ totalDipole v) := by
    intro a
    rw [(totalDipole_components p v).2, ← d0, ← d1]
    fin_cases a <;>
      simp [hamiltonian, exchange, Matrix.mulVec, dotProduct, Fin.sum_univ_two] <;> ring
  rw [funext_iff, Fin.forall_fin_two, hH 0, hH 1, d0, d1, ce, cf]
  simp only [Pi.smul_apply, smul_eq_mul]
  constructor
  · rintro ⟨h0, h1⟩
    exact ⟨by linear_combination -h0, by linear_combination -h1⟩
  · rintro ⟨h0, h1⟩
    exact ⟨by linear_combination -h0, by linear_combination -h1⟩

/-- The amplitudes `(exp(-ip), exp(ip))` solve the eigenvalue equation with energy
`c q² + 2 J q`, and their total dipole is `2 (cos p, sin p)`. -/
theorem longitudinal_state (c J q p : ℝ) :
    let v := ![Complex.exp (-p * Complex.I), Complex.exp (p * Complex.I)]
    hamiltonian c J q p *ᵥ v = ((c : ℂ) * q ^ 2 + 2 * J * q) • v ∧
      totalDipole v = (2 : ℂ) • direction p := by
  intro v
  have hef := (phase_rules p).2.2
  constructor
  · rw [eigen_iff, (totalDipole_components p v).2]
    simp only [v, Matrix.cons_val_zero, Matrix.cons_val_one, Matrix.cons_val_fin_one]
    constructor
    · linear_combination (-2 * J * q * Complex.exp (-p * Complex.I)) * hef
    · linear_combination (-2 * J * q * Complex.exp (p * Complex.I)) * hef
  · rw [(totalDipole_components p v).1]
    ext i
    fin_cases i
    · change Complex.exp (-p * Complex.I) + Complex.exp (p * Complex.I) = 2 * Complex.cos p
      rw [Complex.exp_mul_I, Complex.exp_mul_I, Complex.cos_neg, Complex.sin_neg]; ring
    · change Complex.I * (Complex.exp (-p * Complex.I) - Complex.exp (p * Complex.I)) =
        2 * Complex.sin p
      rw [Complex.exp_mul_I, Complex.exp_mul_I, Complex.cos_neg, Complex.sin_neg]
      linear_combination (-2 * Complex.sin p) * Complex.I_sq

/-- The amplitudes `(exp(-ip), -exp(ip))` solve the eigenvalue equation with energy
`c q²`, and their total dipole is `2i (-sin p, cos p)`. -/
theorem transverse_state (c J q p : ℝ) :
    let v := ![Complex.exp (-p * Complex.I), -Complex.exp (p * Complex.I)]
    hamiltonian c J q p *ᵥ v = ((c : ℂ) * q ^ 2) • v ∧
      totalDipole v = (2 * Complex.I) • ![-Complex.sin p, Complex.cos p] := by
  intro v
  constructor
  · rw [eigen_iff, (totalDipole_components p v).2]
    simp only [v, Matrix.cons_val_zero, Matrix.cons_val_one, Matrix.cons_val_fin_one]
    constructor <;> ring
  · rw [(totalDipole_components p v).1]
    ext i
    fin_cases i
    · change Complex.exp (-p * Complex.I) + -Complex.exp (p * Complex.I) =
        2 * Complex.I * -Complex.sin p
      rw [Complex.exp_mul_I, Complex.exp_mul_I, Complex.cos_neg, Complex.sin_neg]; ring
    · change Complex.I * (Complex.exp (-p * Complex.I) - -Complex.exp (p * Complex.I)) =
        2 * Complex.I * Complex.cos p
      rw [Complex.exp_mul_I, Complex.exp_mul_I, Complex.cos_neg, Complex.sin_neg]; ring

/-- The exciton energies are exactly `c q² + 2 J q` and `c q²`. -/
theorem eigenvalue_iff (c J q p : ℝ) (E : ℂ) :
    (∃ v : Fin 2 → ℂ, v ≠ 0 ∧ hamiltonian c J q p *ᵥ v = E • v) ↔
      E = c * q ^ 2 + 2 * J * q ∨ E = c * q ^ 2 := by
  constructor
  · rintro ⟨v, hv, h⟩
    obtain ⟨h0, h1⟩ := (eigen_iff c J q p E v).1 h
    have hs := (totalDipole_components p v).2
    have hef := (phase_rules p).2.2
    -- project the eigenvalue equation on the longitudinal dipole
    have key : (E - c * q ^ 2 - 2 * J * q) * (direction p ⬝ᵥ totalDipole v) = 0 := by
      linear_combination Complex.exp (p * Complex.I) * h0 +
        Complex.exp (-p * Complex.I) * h1 +
        2 * J * q * (direction p ⬝ᵥ totalDipole v) * hef + (E - c * q ^ 2) * hs
    rcases mul_eq_zero.mp key with hE | hz
    · left; linear_combination hE
    · right
      by_contra hE
      have k0 : (E - c * q ^ 2) * v 0 = 0 := by rw [h0, hz, mul_zero]
      have k1 : (E - c * q ^ 2) * v 1 = 0 := by rw [h1, hz, mul_zero]
      apply hv
      ext i
      fin_cases i
      · exact (mul_eq_zero.mp k0).resolve_left (sub_ne_zero.mpr hE)
      · exact (mul_eq_zero.mp k1).resolve_left (sub_ne_zero.mpr hE)
  · rintro (rfl | rfl)
    · exact ⟨_, fun h => Complex.exp_ne_zero _ (congrFun h 0), (longitudinal_state c J q p).1⟩
    · exact ⟨_, fun h => Complex.exp_ne_zero _ (congrFun h 0), (transverse_state c J q p).1⟩

/-- For `J ≠ 0` and `q > 0`, valley amplitudes solve the eigenvalue equation with energy
`c q² + 2 J q` exactly when their total dipole is a complex multiple of `Q`, and with energy
`c q²` exactly when their total dipole is perpendicular to `Q`. -/
theorem exchange_splitting_polarization (c J q p : ℝ) (hJ : J ≠ 0) (hq : 0 < q)
    (v : Fin 2 → ℂ) :
    (hamiltonian c J q p *ᵥ v = ((c : ℂ) * q ^ 2 + 2 * J * q) • v ↔
      ∃ z : ℂ, totalDipole v = z • wavevector q p) ∧
    (hamiltonian c J q p *ᵥ v = ((c : ℂ) * q ^ 2) • v ↔
      wavevector q p ⬝ᵥ totalDipole v = 0) := by
  have hqc : (q : ℂ) ≠ 0 := Complex.ofReal_ne_zero.mpr hq.ne'
  have hJq : (J : ℂ) * q ≠ 0 := mul_ne_zero (Complex.ofReal_ne_zero.mpr hJ) hqc
  have hef := (phase_rules p).2.2
  have he : Complex.exp (p * Complex.I) = Complex.cos p + Complex.sin p * Complex.I :=
    Complex.exp_mul_I _
  have hf : Complex.exp (-p * Complex.I) = Complex.cos p - Complex.sin p * Complex.I := by
    rw [Complex.exp_mul_I, Complex.cos_neg, Complex.sin_neg]; ring
  rw [eigen_iff, eigen_iff]
  refine ⟨⟨?_, ?_⟩, ⟨?_, ?_⟩⟩
  · rintro ⟨h0, h1⟩
    rw [(totalDipole_components p v).1]
    generalize direction p ⬝ᵥ totalDipole v = s at h0 h1
    have a0 : 2 * v 0 = Complex.exp (-p * Complex.I) * s :=
      mul_left_cancel₀ hJq (by linear_combination h0)
    have a1 : 2 * v 1 = Complex.exp (p * Complex.I) * s :=
      mul_left_cancel₀ hJq (by linear_combination h1)
    obtain ⟨z, hz⟩ : ∃ z : ℂ, z * q = s := ⟨s / q, div_mul_cancel₀ _ hqc⟩
    rw [hf] at a0
    rw [he] at a1
    refine ⟨z, ?_⟩
    ext i
    fin_cases i
    · change v 0 + v 1 = z * (q * Complex.cos p)
      linear_combination a0 / 2 + a1 / 2 - Complex.cos p * hz
    · change Complex.I * (v 0 - v 1) = z * (q * Complex.sin p)
      linear_combination Complex.I / 2 * a0 - Complex.I / 2 * a1 -
        s * Complex.sin p * Complex.I_sq - Complex.sin p * hz
  · rintro ⟨z, hz⟩
    rw [(totalDipole_components p v).1] at hz
    have h0 : v 0 + v 1 = z * (q * Complex.cos p) := congrFun hz 0
    have h1 : Complex.I * (v 0 - v 1) = z * (q * Complex.sin p) := congrFun hz 1
    -- a dipole along Q fixes both valley amplitudes
    have hv0 : v 0 = z * q * Complex.exp (-p * Complex.I) / 2 := by
      rw [hf]
      linear_combination h0 / 2 - Complex.I / 2 * h1 + (v 0 - v 1) / 2 * Complex.I_sq
    have hv1 : v 1 = z * q * Complex.exp (p * Complex.I) / 2 := by
      rw [he]
      linear_combination h0 / 2 + Complex.I / 2 * h1 - (v 0 - v 1) / 2 * Complex.I_sq
    rw [(totalDipole_components p v).2, hv0, hv1]
    constructor
    · linear_combination (-J * q * Complex.exp (-p * Complex.I) * z * q) * hef
    · linear_combination (-J * q * Complex.exp (p * Complex.I) * z * q) * hef
  · rintro ⟨h0, -⟩
    have hs : (J : ℂ) * q * Complex.exp (-p * Complex.I) *
        (direction p ⬝ᵥ totalDipole v) = 0 := by linear_combination -h0
    have hs0 := (mul_eq_zero.mp hs).resolve_left (mul_ne_zero hJq (Complex.exp_ne_zero _))
    rw [wavevector, smul_dotProduct, hs0, smul_zero]
  · intro h
    rw [wavevector, smul_dotProduct, smul_eq_mul] at h
    have hs0 := (mul_eq_zero.mp h).resolve_left hqc
    rw [hs0]
    constructor <;> ring

end

end ValleyExcitonExchange
```

```lean
#print axioms ValleyExcitonExchange.q_mul_exchange
#print axioms ValleyExcitonExchange.exchange_eq
#print axioms ValleyExcitonExchange.eigenvalue_iff
#print axioms ValleyExcitonExchange.exchange_splitting_polarization
```

```
'ValleyExcitonExchange.q_mul_exchange' depends on axioms: [propext, Classical.choice, Quot.sound]
'ValleyExcitonExchange.exchange_eq' depends on axioms: [propext, Classical.choice, Quot.sound]
'ValleyExcitonExchange.eigenvalue_iff' depends on axioms: [propext, Classical.choice, Quot.sound]
'ValleyExcitonExchange.exchange_splitting_polarization' depends on axioms: [propext, Classical.choice, Quot.sound]
```

## From phases to polarisation in Lean

`phase_rules` and `direction_dot_dipole` supply the phase algebra. With them, `exchange_eq` computes the four matrix elements, while `q_mul_exchange` confirms the form in terms of $Q$. `totalDipole_components` gives the Cartesian components of $D$ and the formula for $s$.

`eigen_iff` turns the matrix equation into the two scalar equations above. Its intermediate fact `hH` computes each component of $Hv$ and shows that exchange enters only through $s$. The lemmas `longitudinal_state` and `transverse_state` check the explicit states without the factor $1/\sqrt2$, so their dipoles are $2n$ and $2i(-\sin p,\cos p)$.

In `eigenvalue_iff`, the equation `key` is the projected equation for $s$. The `linear_combination` call that proves it uses the same multipliers $e^{ip}$ and $e^{-ip}$ as the derivation. Splitting the zero product gives the two energies, and the explicit states prove the converse.

The last theorem proves four implications. For the longitudinal branch, `mul_left_cancel₀ hJq` cancels $Jq$ to give `a0` and `a1`, the equations for $2v_0$ and $2v_1$, and the multiple is $z=s/q$. In the reverse direction, `hv0` and `hv1` recover the amplitudes from the dipole. For the transverse branch, one scalar equation already forces $s=0$, because $Jq$ and the exponential are non-zero; conversely, $Q\cdot D=0$ gives $s=0$ after cancelling $q$, and both equations reduce to $0=0$.
